# For two electrons in a Slater determinant, the number variance in a set of sites is Tr(n − n²), with n the density-matrix block of that set

Let two electrons of the same spin occupy orthonormal orbitals $u,v$ on finitely many sites, in a single Slater determinant. The number of electrons found in a set $A$ of sites has variance $\mathrm{Tr}(n-n^2)$, where $n$ is the block of $uu^*+vv^*$ belonging to $A$.

A common form of the Hubbard correction in density-functional calculations penalises $\mathrm{Tr}(n-n^2)$ for a local occupation matrix; for two electrons in one determinant, this trace measures how strongly the local electron number fluctuates.

## Orbitals, density matrix and counting

The type `ι` labels the sites, for two electrons of the same spin. It can equally label any finite orthonormal set of spin-orbitals, and then the spins may differ.

```lean
import Mathlib

open Matrix
open scoped ComplexConjugate

namespace TwoElectronNumberFluctuation

noncomputable section

variable {ι : Type*} [Fintype ι] [DecidableEq ι]
```

Orbitals are functions `ι → ℂ`. Orthonormality is the hypothesis `OrthonormalPair u v`, which can only hold if there are at least two sites.

```lean
/-- Two orbitals `u` and `v` that are normalised and mutually orthogonal. -/
structure OrthonormalPair (u v : ι → ℂ) : Prop where
  norm_u : ∑ i, conj (u i) * u i = 1
  norm_v : ∑ i, conj (v i) * v i = 1
  orth : ∑ i, conj (u i) * v i = 0
```

Write $P_{ij}=u_i\bar u_j+v_i\bar v_j$, with a bar for complex conjugation. The code calls this matrix `density`; it is the one-particle density matrix, not a many-body density operator of trace one.

```lean
/-- The one-particle density matrix `u u* + v v*`. -/
def density (u v : ι → ℂ) : Matrix ι ι ℂ :=
  Matrix.of fun i j => u i * conj (u j) + v i * conj (v j)
```

The block $n$ is `subsystem u v A`, a matrix whose rows and columns are labelled by the elements of $A$. It is not a number operator.

```lean
/-- The block of the density matrix that belongs to the sites in `A`. -/
def subsystem (u v : ι → ℂ) (A : Finset ι) : Matrix A A ℂ :=
  (density u v).submatrix (fun i : A => (i : ι)) (fun i : A => (i : ι))
```

The determinant has amplitude $(u_iv_j-u_jv_i)/\sqrt2$ for the first electron at $i$ and the second at $j$. Its squared modulus is the weight $w_{ij}$, `pairWeight`. That real electrons follow these weights is an assumption: an interacting state is in general not a single determinant.

```lean
/-- The weight of finding the first electron at `i` and the second at `j`
in the Slater determinant of `u` and `v`. -/
def pairWeight (u v : ι → ℂ) (i j : ι) : ℝ :=
  ‖u i * v j - u j * v i‖ ^ 2 / 2
```

For a quantity $X_{ij}$, `pairMean` is $\langle X\rangle=\sum_{ij}w_{ij}X_{ij}$, over ordered pairs.

```lean
/-- The weighted sum of a quantity `X` over the positions of the two electrons. -/
def pairMean (u v : ι → ℂ) (X : ι → ι → ℝ) : ℝ :=
  ∑ i, ∑ j, pairWeight u v i j * X i j
```

The variance is $\langle(X-\langle X\rangle)^2\rangle$.

```lean
/-- The mean squared deviation of `X` from its mean. -/
def pairVariance (u v : ι → ℂ) (X : ι → ι → ℝ) : ℝ :=
  pairMean u v fun i j => (X i j - pairMean u v X) ^ 2
```

The number in $A$ is $\chi_i+\chi_j$, where $\chi_i$ is 1 for $i\in A$ and 0 otherwise.

```lean
/-- The number of the two electrons, at `i` and `j`, that lie in `A`. -/
def numberIn (A : Finset ι) (i j : ι) : ℝ :=
  (if i ∈ A then 1 else 0) + (if j ∈ A then 1 else 0)
```

## (a) Opposite matrix elements

Show that $P_{ij}P_{ji}=|P_{ij}|^2$ for any $u,v$.

Conjugating the definition gives $\bar P_{ij}=\bar u_iu_j+\bar v_iv_j=P_{ji}$. Hence $P_{ij}P_{ji}=P_{ij}\bar P_{ij}=|P_{ij}|^2$. In Lean, `hc` is the first equality.

```lean
omit [Fintype ι] [DecidableEq ι] in
/-- The product of opposite density-matrix elements is a squared modulus. -/
theorem density_mul_swap (u v : ι → ℂ) (i j : ι) :
    density u v i j * density u v j i = ((‖density u v i j‖ ^ 2 : ℝ) : ℂ) := by
  have hc : density u v j i = conj (density u v i j) := by
    simp [density, mul_comm]
  rw [hc, Complex.mul_conj, Complex.normSq_eq_norm_sq]
```

## (b) The full density matrix

Show that $P^2=P$ for orthonormal $u,v$.

Multiply out $\sum_jP_{ij}P_{jk}$ and collect the overlaps:
$$u_i\bar u_k\sum_j\bar u_ju_j+u_i\bar v_k\sum_j\bar u_jv_j+v_i\bar u_k\sum_j\bar v_ju_j+v_i\bar v_k\sum_j\bar v_jv_j.$$
The first and last sums are 1. The second is 0, and so is the third, its conjugate (`hvu`). What remains is $P_{ik}$. The `calc` block has these two steps.

```lean
omit [DecidableEq ι] in
/-- The density matrix of two orthonormal orbitals is idempotent. -/
theorem density_idempotent {u v : ι → ℂ} (h : OrthonormalPair u v) :
    density u v * density u v = density u v := by
  have hvu : ∑ j, conj (v j) * u j = 0 := by
    have hc := congrArg conj h.orth
    rw [map_sum, map_zero] at hc
    refine Eq.trans (Finset.sum_congr rfl fun j _ => ?_) hc
    rw [map_mul, Complex.conj_conj, mul_comm]
  ext i k
  rw [Matrix.mul_apply]
  -- collect the four overlaps of the orbitals
  calc ∑ j, density u v i j * density u v j k
      = u i * conj (u k) * (∑ j, conj (u j) * u j)
        + u i * conj (v k) * (∑ j, conj (u j) * v j)
        + v i * conj (u k) * (∑ j, conj (v j) * u j)
        + v i * conj (v k) * (∑ j, conj (v j) * v j) := by
        simp only [Finset.mul_sum, ← Finset.sum_add_distrib]
        refine Finset.sum_congr rfl fun j _ => ?_
        simp only [density, Matrix.of_apply]
        ring
    _ = density u v i k := by
        rw [h.norm_u, h.orth, hvu, h.norm_v]
        simp only [density, Matrix.of_apply]
        ring
```

## (c) One row of the density matrix

Show that $\sum_j|P_{ij}|^2=P_{ii}$.

Take the diagonal element of (b) and use (a): $P_{ii}=\sum_jP_{ij}P_{ji}=\sum_j|P_{ij}|^2$. Lean writes the real number $P_{ii}$ as the real part of a complex entry.

```lean
omit [DecidableEq ι] in
/-- For orthonormal orbitals, the squared moduli in a row of the density matrix
add up to the occupation of that site. -/
theorem density_row {u v : ι → ℂ} (h : OrthonormalPair u v) (i : ι) :
    ∑ j, ‖density u v i j‖ ^ 2 = (density u v i i).re := by
  have e := congrFun (congrFun (density_idempotent h) i) i
  rw [Matrix.mul_apply] at e
  simp only [density_mul_swap] at e
  rw [← Complex.ofReal_sum] at e
  rw [← e, Complex.ofReal_re]
```

## (d) Direct and exchange parts of the weight

Show that $w_{ij}=\tfrac12\left(P_{ii}P_{jj}-|P_{ij}|^2\right)$ for any $u,v$.

The two terms on the right are
$$P_{ii}P_{jj}=(|u_i|^2+|v_i|^2)(|u_j|^2+|v_j|^2),$$
$$|P_{ij}|^2=|u_i|^2|u_j|^2+|v_i|^2|v_j|^2+2\,\mathrm{Re}(u_i\bar u_j\bar v_iv_j).$$
Their difference is $|u_i|^2|v_j|^2+|u_j|^2|v_i|^2-2\,\mathrm{Re}(u_iv_j\bar u_j\bar v_i)=|u_iv_j-u_jv_i|^2$, which is $2w_{ij}$. Lean expands everything into real and imaginary parts, and `ring` compares the polynomials.

```lean
omit [Fintype ι] [DecidableEq ι] in
/-- Twice the pair weight is the product of the two occupations minus the squared modulus of the
density-matrix element between the two sites. -/
theorem pairWeight_eq (u v : ι → ℂ) (i j : ι) :
    pairWeight u v i j =
      ((density u v i i).re * (density u v j j).re - ‖density u v i j‖ ^ 2) / 2 := by
  simp only [pairWeight, density, Matrix.of_apply, Complex.sq_norm, Complex.normSq_apply,
    Complex.sub_re, Complex.sub_im, Complex.add_re, Complex.add_im, Complex.mul_re,
    Complex.mul_im, Complex.conj_re, Complex.conj_im]
  ring
```

## (e) Summing over one electron, then both

Show that $\sum_jw_{ij}=P_{ii}/2$ and $\sum_{ij}w_{ij}=1$.

Normalisation gives $\sum_iP_{ii}=1+1=2$ (`ht`). By (d) and (c), $\sum_jw_{ij}=\tfrac12(2P_{ii}-P_{ii})=P_{ii}/2$ (`hm`). Summing over $i$ gives 1, so the weights are a probability distribution.

```lean
omit [DecidableEq ι] in
/-- For orthonormal orbitals, summing the weight over the second electron leaves half
the occupation of the first site, and the total weight is one. -/
theorem pairWeight_sums {u v : ι → ℂ} (h : OrthonormalPair u v) :
    (∀ i, ∑ j, pairWeight u v i j = (density u v i i).re / 2) ∧
      ∑ i, ∑ j, pairWeight u v i j = 1 := by
  have ht : ∑ i, (density u v i i).re = 2 := by
    have hc : ∑ i, density u v i i = 2 := by
      calc ∑ i, density u v i i
          = ∑ i, conj (u i) * u i + ∑ i, conj (v i) * v i := by
            rw [← Finset.sum_add_distrib]
            refine Finset.sum_congr rfl fun i _ => ?_
            simp only [density, Matrix.of_apply]
            ring
        _ = 2 := by rw [h.norm_u, h.norm_v]; norm_num
    rw [← Complex.re_sum, hc]
    norm_num
  have hm : ∀ i, ∑ j, pairWeight u v i j = (density u v i i).re / 2 := by
    intro i
    simp only [pairWeight_eq]
    rw [← Finset.sum_div, Finset.sum_sub_distrib, ← Finset.mul_sum, ht, density_row h]
    ring
  refine ⟨hm, ?_⟩
  simp only [hm]
  rw [← Finset.sum_div, ht]
  norm_num
```

## (f) The mean of an additive quantity

For real $f$, show that $\langle f_i+f_j\rangle=\sum_if_iP_{ii}$.

By (e), $\sum_{ij}w_{ij}f_i=\tfrac12\sum_if_iP_{ii}$ (`h1`). Since $w_{ij}=w_{ji}$, the term with $f_j$ contributes the same amount (`h2`). Add the two.

```lean
omit [DecidableEq ι] in
/-- For orthonormal orbitals, the mean of an additive one-electron quantity `f` is the
sum of `f` times the site occupations. -/
theorem pairMean_oneBody {u v : ι → ℂ} (h : OrthonormalPair u v) (f : ι → ℝ) :
    pairMean u v (fun i j => f i + f j) = ∑ i, f i * (density u v i i).re := by
  have h1 : ∑ i, ∑ j, pairWeight u v i j * f i
      = ∑ i, f i * (density u v i i).re / 2 := by
    refine Finset.sum_congr rfl fun i _ => ?_
    rw [← Finset.sum_mul, (pairWeight_sums h).1]
    ring
  -- the two electrons are interchangeable
  have h2 : ∑ i, ∑ j, pairWeight u v i j * f j
      = ∑ i, ∑ j, pairWeight u v i j * f i := by
    rw [Finset.sum_comm]
    refine Finset.sum_congr rfl fun i _ => Finset.sum_congr rfl fun j _ => ?_
    simp only [pairWeight]
    rw [norm_sub_rev]
  simp only [pairMean, mul_add, Finset.sum_add_distrib]
  rw [h2, h1, ← Finset.sum_div]
  ring
```

## (g) The variance of an additive quantity

Show that
$$\mathrm{Var}(f_i+f_j)=\sum_if_i^2P_{ii}-\sum_{ij}f_if_j|P_{ij}|^2.$$

Let $m=\langle f_i+f_j\rangle$. Expanding the square, with total weight 1, gives (`hvar`)
$$\mathrm{Var}=\langle(f_i+f_j)^2\rangle-2m\cdot m+m^2=\langle(f_i+f_j)^2\rangle-m^2.$$
Part (f) applied to $f^2$ gives $\langle f_i^2+f_j^2\rangle=\sum_if_i^2P_{ii}$ (`h2`). By (d), the cross term is (`hsq`)
$$2\sum_{ij}w_{ij}f_if_j=\sum_{ij}f_if_j(P_{ii}P_{jj}-|P_{ij}|^2)=m^2-\sum_{ij}f_if_j|P_{ij}|^2.$$
The $m^2$ cancels.

```lean
omit [DecidableEq ι] in
/-- For orthonormal orbitals, the variance of an additive one-electron quantity `f` is the sum of
`f i ^ 2` times the site occupations, minus the sum over all `i` and `j` of `f i * f j` times the
squared modulus of the density-matrix element. -/
theorem pairVariance_oneBody {u v : ι → ℂ} (h : OrthonormalPair u v) (f : ι → ℝ) :
    pairVariance u v (fun i j => f i + f j) =
      ∑ i, f i ^ 2 * (density u v i i).re
        - ∑ i, ∑ j, f i * f j * ‖density u v i j‖ ^ 2 := by
  have hvar : ∀ m : ℝ, pairMean u v (fun i j => (f i + f j - m) ^ 2)
      = pairMean u v (fun i j => (f i + f j) ^ 2)
        - 2 * m * pairMean u v (fun i j => f i + f j)
        + m ^ 2 * ∑ i, ∑ j, pairWeight u v i j := by
    intro m
    simp only [pairMean, Finset.mul_sum, ← Finset.sum_sub_distrib, ← Finset.sum_add_distrib]
    refine Finset.sum_congr rfl fun i _ => Finset.sum_congr rfl fun j _ => ?_
    ring
  -- the cross term of the square brings in the exchange part
  have hsq : pairMean u v (fun i j => (f i + f j) ^ 2)
      = pairMean u v (fun i j => f i ^ 2 + f j ^ 2)
        + ((∑ i, f i * (density u v i i).re) ^ 2
          - ∑ i, ∑ j, f i * f j * ‖density u v i j‖ ^ 2) := by
    rw [sq (∑ i, f i * (density u v i i).re), Finset.sum_mul_sum]
    simp only [pairMean, ← Finset.sum_sub_distrib, ← Finset.sum_add_distrib]
    refine Finset.sum_congr rfl fun i _ => Finset.sum_congr rfl fun j _ => ?_
    rw [pairWeight_eq]
    ring
  have h2 : pairMean u v (fun i j => f i ^ 2 + f j ^ 2)
      = ∑ i, f i ^ 2 * (density u v i i).re := pairMean_oneBody h (fun i => f i ^ 2)
  unfold pairVariance
  rw [hvar, hsq, h2, pairMean_oneBody h f, (pairWeight_sums h).2]
  ring
```

## (h) Matrix elements that leave the set

Show that the number $N_A$ of electrons in $A$ has
$$\mathrm{Var}(N_A)=\sum_{i\in A}\sum_{j\notin A}|P_{ij}|^2.$$

Put $f=\chi$ in (g). Since $\chi_i^2=\chi_i$,
$$\mathrm{Var}(N_A)=\sum_{i\in A}\Big(P_{ii}-\sum_{j\in A}|P_{ij}|^2\Big).$$
By (c), the bracket is the rest of the row, $\sum_{j\notin A}|P_{ij}|^2$. In Lean, `hA` turns sums with $\chi$ into sums over $A$, and `Aᶜ` is the complement.

```lean
/-- For orthonormal orbitals, the variance of the electron number in `A` is the sum of the squared
moduli of the density-matrix elements that connect `A` to the other sites. -/
theorem variance_eq_crossing {u v : ι → ℂ} (h : OrthonormalPair u v) (A : Finset ι) :
    pairVariance u v (numberIn A) = ∑ i ∈ A, ∑ j ∈ Aᶜ, ‖density u v i j‖ ^ 2 := by
  have hA : ∀ F : ι → ℝ, ∑ i, (if i ∈ A then (1 : ℝ) else 0) * F i = ∑ i ∈ A, F i := by
    intro F
    simp [ite_mul]
  have hv : pairVariance u v (numberIn A) = _ :=
    pairVariance_oneBody h (fun i => if i ∈ A then (1 : ℝ) else 0)
  rw [hv, ← Finset.sum_sub_distrib]
  calc _ = ∑ i, (if i ∈ A then (1 : ℝ) else 0) * ((density u v i i).re
        - ∑ j, (if j ∈ A then (1 : ℝ) else 0) * ‖density u v i j‖ ^ 2) := by
        refine Finset.sum_congr rfl fun i _ => ?_
        by_cases hi : i ∈ A <;> simp [hi]
    _ = ∑ i ∈ A, ∑ j ∈ Aᶜ, ‖density u v i j‖ ^ 2 := by
        rw [hA]
        refine Finset.sum_congr rfl fun i _ => ?_
        have r := density_row h i
        rw [← Finset.sum_add_sum_compl A] at r
        rw [hA]
        linarith
```

## (i) The variance as a trace

Show that $\mathrm{Var}(N_A)=\mathrm{Tr}(n-n^2)$.

For $i\in A$, parts (a) and (b) give
$$n_{ii}-(n^2)_{ii}=P_{ii}-\sum_{j\in A}P_{ij}P_{ji}=\sum_{j\notin A}|P_{ij}|^2.$$
Sum over $i\in A$ and compare with (h). The trace is complex in Lean, so the statement regards the real variance as a complex number. The split diagonal element of $P^2=P$ is `e`, from which `linear_combination` finishes.

```lean
/-- For two electrons in orthonormal orbitals, the variance of the electron number in
`A` is `Tr(n - n²)`, where `n` is the density matrix restricted to `A`. -/
theorem variance_eq_trace {u v : ι → ℂ} (h : OrthonormalPair u v) (A : Finset ι) :
    ((pairVariance u v (numberIn A) : ℝ) : ℂ) =
      (subsystem u v A - subsystem u v A * subsystem u v A).trace := by
  rw [variance_eq_crossing h]
  simp only [Matrix.trace, Matrix.diag_apply, Matrix.sub_apply, Matrix.mul_apply,
    subsystem, Matrix.submatrix_apply]
  rw [Complex.ofReal_sum, ← Finset.sum_coe_sort A]
  refine Finset.sum_congr rfl fun i _ => ?_
  -- idempotency of the full density matrix, split into `A` and the rest
  have e := congrFun (congrFun (density_idempotent h) i.1) i.1
  rw [Matrix.mul_apply, ← Finset.sum_add_sum_compl A, ← Finset.sum_coe_sort A] at e
  rw [Complex.ofReal_sum]
  simp only [density_mul_swap] at e ⊢
  linear_combination e
```

## (j) A sharp electron number

Show that $\mathrm{Var}(N_A)=0$ if and only if $n^2=n$.

If the variance is zero, every non-negative term in (h) is zero, so $P_{ij}=0$ for $i\in A$, $j\notin A$. For $i,k\in A$, (b) then reduces to $P_{ik}=\sum_{j\in A}P_{ij}P_{jk}$ (`z` removes the outside terms), which is $n=n^2$. Conversely, $n^2=n$ makes the trace in (i) zero.

```lean
/-- For orthonormal orbitals, the electron number in `A` has zero variance exactly when
the restricted density matrix is idempotent. -/
theorem variance_eq_zero_iff {u v : ι → ℂ} (h : OrthonormalPair u v) (A : Finset ι) :
    pairVariance u v (numberIn A) = 0 ↔
      subsystem u v A * subsystem u v A = subsystem u v A := by
  constructor
  · intro h0
    rw [variance_eq_crossing h, Finset.sum_eq_zero_iff_of_nonneg
      (fun i _ => Finset.sum_nonneg fun j _ => sq_nonneg _)] at h0
    ext i k
    -- no matrix element leads out of `A`
    have z : ∑ j ∈ Aᶜ, density u v i j * density u v j k = 0 := by
      refine Finset.sum_eq_zero fun j hj => ?_
      have hij := (Finset.sum_eq_zero_iff_of_nonneg
        (fun j _ => sq_nonneg ‖density u v i j‖)).mp (h0 i i.2) j hj
      rw [norm_eq_zero.mp (pow_eq_zero_iff two_ne_zero |>.mp hij), zero_mul]
    have e := congrFun (congrFun (density_idempotent h) i.1) k.1
    rw [Matrix.mul_apply, ← Finset.sum_add_sum_compl A, z, add_zero,
      ← Finset.sum_coe_sort A] at e
    rw [Matrix.mul_apply]
    exact e
  · intro hn
    have e := variance_eq_trace h A
    rw [hn, sub_self, Matrix.trace_zero] at e
    exact_mod_cast e
```

## (k) A single site

For one site $a$ with occupation $q=|u_a|^2+|v_a|^2$, show that $\mathrm{Var}(N_{\{a\}})=q(1-q)$.

Here $P_{aa}=q$ (`hP`). By (h) and (c),
$$\mathrm{Var}(N_{\{a\}})=\sum_{j\ne a}|P_{aj}|^2=P_{aa}-|P_{aa}|^2=q-q^2.$$
In this determinant, a fractional occupation $0<q<1$ is therefore the average of a fluctuating electron number.

```lean
/-- For orthonormal orbitals, the electron number on a single site with occupation
`q = |u_a|² + |v_a|²` has variance `q (1 - q)`. -/
theorem variance_single_site {u v : ι → ℂ} (h : OrthonormalPair u v) (a : ι) :
    pairVariance u v (numberIn {a}) =
      (‖u a‖ ^ 2 + ‖v a‖ ^ 2) * (1 - (‖u a‖ ^ 2 + ‖v a‖ ^ 2)) := by
  have hP : density u v a a = ((‖u a‖ ^ 2 + ‖v a‖ ^ 2 : ℝ) : ℂ) := by
    simp [density, Complex.mul_conj, Complex.normSq_eq_norm_sq]
  have r := density_row h a
  rw [← Finset.sum_add_sum_compl {a}, Finset.sum_singleton, hP, Complex.ofReal_re,
    Complex.norm_real, Real.norm_eq_abs, sq_abs] at r
  rw [variance_eq_crossing h, Finset.sum_singleton]
  linear_combination r

end

end TwoElectronNumberFluctuation
```

```lean
#print axioms TwoElectronNumberFluctuation.variance_eq_trace
#print axioms TwoElectronNumberFluctuation.variance_eq_zero_iff
#print axioms TwoElectronNumberFluctuation.variance_single_site
```

```
'TwoElectronNumberFluctuation.variance_eq_trace' depends on axioms: [propext, Classical.choice, Quot.sound]
'TwoElectronNumberFluctuation.variance_eq_zero_iff' depends on axioms: [propext, Classical.choice, Quot.sound]
'TwoElectronNumberFluctuation.variance_single_site' depends on axioms: [propext, Classical.choice, Quot.sound]
```
